# Rescaling the argument of Laguerre polynomials and the exponent of Sturmian radial functions

## Laguerre sums, Sturmian functions and the matrix \(T(c)\)

Let \(K\) be a field of characteristic zero, such as \(\mathbb{Q}\), \(\mathbb{R}\) or \(\mathbb{C}\), and let \(n\) and \(a\) be natural numbers, zero included. For \(x \in K\) the generalised Laguerre polynomial of degree \(n\) and order \(a\) is the explicit sum

\[ L_n^{a}(x) = \sum_{j=0}^{n} (-1)^j \binom{n+a}{n-j} \frac{x^j}{j!} . \]

This fixes the normalisation \(L_n^a(0) = \binom{n+a}{n}\), so that \(L_0^a = 1\) and \(L_1^a(x) = a + 1 - x\). Characteristic zero makes every \(j!\) invertible in \(K\).

For a scale factor \(c \in K\) and a natural number \(k\), the rescaling coefficient is

\[ T_{nk}(c) = \binom{n+a}{n-k}\, c^k (1-c)^{n-k} \quad (k \le n), \qquad T_{nk}(c) = 0 \quad (k > n), \]

with \(0^0 = 1\). For a basis size \(N\), \(T(c)\) is the lower-triangular \(N \times N\) matrix of these numbers at fixed \(a\). Rows and columns are counted from \(0\) to \(N-1\), as in Lean.

For an orbital angular momentum \(l\), a real exponent \(\zeta\) and a real radius \(r\), the unnormalised Sturmian radial function is

\[ S_{nl}(\zeta, r) = (2\zeta r)^l \, e^{-\zeta r} \, L_n^{2l+1}(2\zeta r) . \]

Here \(n\) is the degree of the Laguerre factor and the principal quantum number is \(n + l + 1\). The function is the radial factor \(R(r)\), not \(rR(r)\). The exponent \(\zeta\) is an inverse length that sets the decay rate shared by all members of the basis. In atomic units, \(\zeta = Z/(n+l+1)\) gives the hydrogenic radial function for nuclear charge \(Z\), up to a constant. For \(\zeta > 0\) the function with unit norm under the measure \(r^2\,dr\) is \(\tilde S_{nl} = \mathcal{N}_{nl}(\zeta)\, S_{nl}\), where

\[ \mathcal{N}_{nl}(\zeta)^2 = \frac{(2\zeta)^3\, n!}{2(n+l+1)\,(n+2l+1)!} . \]

## Four identities under a change of scale

For all \(n\), \(a\) and all \(c, x \in K\),

\[ L_n^a(cx) = \sum_{k=0}^{n} \binom{n+a}{n-k} c^k (1-c)^{n-k} L_k^a(x) . \tag{1} \]

This is the multiplication theorem for Laguerre polynomials at natural order \(a\). For all \(N\), \(a\) and all \(c, d \in K\),

\[ T(c)\,T(d) = T(cd), \tag{2} \]

and for \(c \neq 0\), with \(I\) the unit matrix,

\[ T(c^{-1})\,T(c) = I . \tag{3} \]

For real \(\zeta \neq 0\), any real \(\zeta'\) and \(r\), and \(c = \zeta'/\zeta\),

\[ S_{nl}(\zeta', r) = c^{\,l}\, e^{-(\zeta' - \zeta) r} \sum_{k=0}^{n} \binom{n+2l+1}{n-k} c^k (1-c)^{n-k}\, S_{kl}(\zeta, r) . \tag{4} \]

## Changing \(\zeta\) in a radial basis code

In a one-centre calculation that expands the radial function for fixed \(l\) in a finite set of \(N\) Sturmians with a single common exponent, identity (1) rewrites the polynomial factor in Laguerre polynomials of a rescaled argument without quadrature. The exponential keeps its own exponent, so this does not re-expand the radial function in Sturmians of another exponent. A polynomial stored by coefficients \(b_0, \dots, b_{N-1}\) as \(\sum_n b_n L_n^a(cx)\) equals \(\sum_k b'_k L_k^a(x)\) with \(b'_k = \sum_n b_n T_{nk}(c)\). Coefficient vectors therefore transform with the transpose of \(T(c)\), and no index beyond \(N-1\) is generated. By (2) two successive rescalings may be merged into one, and by (3) the inverse is available in closed form with no linear solve.

A second use is in matrix elements between functions with exponents \(\zeta\) and \(\zeta'\). Their exponentials multiply to \(e^{-y}\) with \(y = (\zeta + \zeta') r\). Applying (1) with \(c = 2\zeta/(\zeta + \zeta')\) to one polynomial and with \(c = 2\zeta'/(\zeta + \zeta')\) to the other expresses both in the common argument \(y\), to which the usual Laguerre integrals apply. A code that stores normalised functions multiplies the \(k\)-th coefficient in (4) by \(\mathcal{N}_{nl}(\zeta')/\mathcal{N}_{kl}(\zeta)\). The constants \(\mathcal{N}_{nl}\), the integrals, the worked numbers and the comments on cancellation in this note are ordinary analysis and arithmetic, and no theorem in the file states them.

## From a product of binomials to the multiplication theorem

Everything rests on one identity between binomial coefficients. For \(j \le k \le n\), writing out the factorials and cancelling \((k+a)!\) gives

\[ \binom{n+a}{n-k}\binom{k+a}{k-j} = \frac{(n+a)!}{(n-k)!\,(k+a)!}\cdot\frac{(k+a)!}{(k-j)!\,(j+a)!} = \frac{(n+a)!}{(n-k)!\,(k-j)!\,(j+a)!} . \]

Multiplying and dividing by \((n-j)!\) regroups the right side, so that

\[ \binom{n+a}{n-k}\binom{k+a}{k-j} = \binom{n+a}{n-j}\binom{n-j}{k-j} . \tag{A} \]

Now fix \(j \le n\) and an auxiliary variable \(u \in K\). Insert (A), put \(k = j + i\), and use the binomial theorem:

\[ \sum_{k=j}^{n} \binom{n+a}{n-k} c^k (1-c)^{n-k} \binom{k+a}{k-j} u^{k-j} = \binom{n+a}{n-j} c^j \sum_{i=0}^{n-j} \binom{n-j}{i} (cu)^i (1-c)^{n-j-i} = \binom{n+a}{n-j} c^j (1 - c + cu)^{n-j} . \tag{B} \]

For (1), substitute the definition of \(L_k^a(x)\) on the right and exchange the sums over the triangle \(0 \le j \le k \le n\):

\[ \sum_{k=0}^{n} T_{nk}(c) L_k^a(x) = \sum_{j=0}^{n} \frac{(-1)^j x^j}{j!} \sum_{k=j}^{n} \binom{n+a}{n-k} c^k (1-c)^{n-k} \binom{k+a}{k-j} . \]

The inner sum is (B) at \(u = 1\), where \(1 - c + cu = 1\). It equals \(\binom{n+a}{n-j} c^j\), and the outer sum becomes \(L_n^a(cx)\).

For (2), the product \(T_{nk}(c)\,T_{kj}(d)\) vanishes unless \(j \le k \le n\). If \(j > n\) both sides are zero. If \(j \le n\), take the factor \(d^j\) out of \(T_{kj}(d) = \binom{k+a}{k-j} d^j (1-d)^{k-j}\) and apply (B) at \(u = 1 - d\), where \(1 - c + c(1-d) = 1 - cd\):

\[ \sum_{k=0}^{N-1} T_{nk}(c)\,T_{kj}(d) = \binom{n+a}{n-j} c^j (1-cd)^{n-j} d^j = T_{nj}(cd) . \]

For (3), identity (2) gives \(T(c^{-1})T(c) = T(1)\). The diagonal entries of \(T(1)\) are \(\binom{n+a}{0} \cdot 1 \cdot 0^0 = 1\), the entries below the diagonal contain a positive power of zero, and those above vanish by definition.

For (4), write \(2\zeta' r = c \cdot 2\zeta r\) and \(e^{-\zeta' r} = e^{-(\zeta'-\zeta) r} e^{-\zeta r}\). Then

\[ S_{nl}(\zeta', r) = c^{\,l} e^{-(\zeta'-\zeta) r}\, (2\zeta r)^l e^{-\zeta r} L_n^{2l+1}(c \cdot 2\zeta r), \]

and (1) with \(a = 2l+1\) and \(x = 2\zeta r\) expands the last factor. Each term carries \((2\zeta r)^l e^{-\zeta r} L_k^{2l+1}(2\zeta r) = S_{kl}(\zeta, r)\).

## Degree two at doubled exponent

Take \(a = 1\), which is \(l = 0\), and \(N = 3\). The polynomials are \(L_0^1 = 1\), \(L_1^1 = 2 - x\) and \(L_2^1 = 3 - 3x + x^2/2\), and

\[ T(2) = \begin{pmatrix} 1 & 0 & 0 \\ -2 & 2 & 0 \\ 3 & -6 & 4 \end{pmatrix}, \qquad T(\tfrac12) = \begin{pmatrix} 1 & 0 & 0 \\ 1 & \tfrac12 & 0 \\ \tfrac34 & \tfrac34 & \tfrac14 \end{pmatrix} . \]

The last row of \(T(2)\) gives \(3 - 6(2 - x) + 4(3 - 3x + x^2/2) = 3 - 6x + 2x^2\), which is \(L_2^1(2x)\). The last row of \(T(\tfrac12)T(2)\) is \((\tfrac34 - \tfrac32 + \tfrac34,\ \tfrac32 - \tfrac32,\ 1) = (0, 0, 1)\). With \(\zeta = 1\), \(\zeta' = 2\) and \(r = \tfrac12\), the left side of (4) is \(e^{-1} L_2^1(2) = -e^{-1}\), and the right side is \(e^{-1/2} \cdot e^{-1/2} (3 - 6 + 2) = -e^{-1}\). For normalised functions \(\mathcal{N}_{k0}(\zeta) = 2\zeta^{3/2}/(k+1)\), and the coefficients \((3, -6, 4)\) become \(2\sqrt{2}\,(1, -4, 4) \approx (2.83, -11.31, 11.31)\).

## The namespace `SturmianExponentChange`

```lean
import Mathlib

open Finset

namespace SturmianExponentChange

noncomputable section

variable {K : Type*} [Field K] [CharZero K]

/-- The generalised Laguerre polynomial `L_n^a(x)` as the explicit binomial sum
`∑_{j ≤ n} (-1)^j C(n+a, n-j) x^j / j!`. -/
def laguerre (n a : ℕ) (x : K) : K :=
  ∑ j ∈ range (n + 1), (-1) ^ j * ((n + a).choose (n - j) : K) * x ^ j / (j.factorial : K)

/-- The rescaling coefficient `T_{nk}(c) = C(n+a, n-k) c^k (1-c)^(n-k)` for `k ≤ n`,
and zero for `k > n`. -/
def rescaleCoeff (a : ℕ) (c : K) (n k : ℕ) : K :=
  if k ≤ n then ((n + a).choose (n - k) : K) * c ^ k * (1 - c) ^ (n - k) else 0

/-- The matrix `T(c)` of rescaling coefficients for radial indices `0, …, N-1`. -/
def rescaleMatrix (N a : ℕ) (c : K) : Matrix (Fin N) (Fin N) K :=
  Matrix.of fun n k => rescaleCoeff a c (n : ℕ) (k : ℕ)

/-- The unnormalised Sturmian radial function `(2ζr)^l exp(-ζr) L_n^(2l+1)(2ζr)` with
`n` the degree of the Laguerre factor and `ζ` the basis exponent. -/
def sturmian (n l : ℕ) (ζ r : ℝ) : ℝ :=
  (2 * ζ * r) ^ l * Real.exp (-(ζ * r)) * laguerre n (2 * l + 1) (2 * ζ * r)

/-- For `j ≤ k ≤ n`: `C(n+a, n-k) C(k+a, k-j) = C(n+a, n-j) C(n-j, k-j)`. -/
theorem choose_chain (a : ℕ) {j k n : ℕ} (hjk : j ≤ k) (hkn : k ≤ n) :
    (n + a).choose (n - k) * (k + a).choose (k - j)
      = (n + a).choose (n - j) * (n - j).choose (k - j) := by
  have h : (n + a).choose (n - j) * (n - j).choose (n - k)
      = (n + a).choose (n - k) * (n + a - (n - k)).choose (n - j - (n - k)) := by
    exact Nat.choose_mul (by omega)
  have e1 : n + a - (n - k) = k + a := by omega
  have e2 : n - j - (n - k) = k - j := by omega
  have e3 : (n - j).choose (k - j) = (n - j).choose (n - k) :=
    Nat.choose_symm_of_eq_add (by omega)
  rw [e1, e2] at h
  rw [e3, h]

/-- For `j ≤ n` the sum over `k = j..n` of `C(n+a, n-k) c^k (1-c)^(n-k) C(k+a, k-j) u^(k-j)`
equals `C(n+a, n-j) c^j (1 - c + c u)^(n-j)`. -/
theorem binomial_collapse (a : ℕ) (c u : K) {j n : ℕ} (hj : j ≤ n) :
    ∑ k ∈ Ico j (n + 1), ((n + a).choose (n - k) : K) * c ^ k * (1 - c) ^ (n - k)
        * (((k + a).choose (k - j) : K) * u ^ (k - j))
      = ((n + a).choose (n - j) : K) * c ^ j * (1 - c + c * u) ^ (n - j) := by
  have e0 : n + 1 - j = (n - j) + 1 := by omega
  -- shift the index `k = j + i` and expand the right side by the binomial theorem
  rw [Finset.sum_Ico_eq_sum_range, e0, add_comm (1 - c) (c * u), add_pow, Finset.mul_sum]
  refine Finset.sum_congr rfl fun i hi => ?_
  have hi' : i < n - j + 1 := Finset.mem_range.mp hi
  have e1 : j + i - j = i := by omega
  have e2 : n - j - i = n - (j + i) := by omega
  have h : ((n + a).choose (n - (j + i)) : K) * ((j + i + a).choose i : K)
      = ((n + a).choose (n - j) : K) * ((n - j).choose i : K) := by
    have h0 := choose_chain a (j := j) (k := j + i) (n := n) (by omega) (by omega)
    rw [e1] at h0
    exact_mod_cast h0
  rw [e1, e2]
  linear_combination (c ^ j * c ^ i * (1 - c) ^ (n - (j + i)) * u ^ i) * h

/-- Multiplication theorem for Laguerre polynomials:
`L_n^a(c x) = ∑_{k ≤ n} C(n+a, n-k) c^k (1-c)^(n-k) L_k^a(x)`. -/
theorem laguerre_scale (n a : ℕ) (c x : K) :
    laguerre n a (c * x) = ∑ k ∈ range (n + 1),
      ((n + a).choose (n - k) : K) * c ^ k * (1 - c) ^ (n - k) * laguerre k a x := by
  -- exchange of the two summations over the triangle `j ≤ k ≤ n`
  have swap : ∀ f : ℕ → ℕ → K, ∑ k ∈ range (n + 1), ∑ j ∈ range (k + 1), f k j
      = ∑ j ∈ range (n + 1), ∑ k ∈ Ico j (n + 1), f k j := by
    intro f
    apply Finset.sum_comm'
    intro k j
    simp only [mem_range, mem_Ico]
    omega
  simp only [laguerre, Finset.mul_sum]
  refine Eq.trans ?_ (swap _).symm
  refine Finset.sum_congr rfl fun j hj => ?_
  have hj' : j ≤ n := Nat.lt_succ_iff.mp (Finset.mem_range.mp hj)
  -- the coefficient of `x^j` collapses because `c + (1 - c) = 1`
  have h := binomial_collapse a c 1 hj'
  simp only [one_pow, mul_one, sub_add_cancel] at h
  calc _ = (((n + a).choose (n - j) : K) * c ^ j)
            * ((-1) ^ j * x ^ j / (j.factorial : K)) := by ring
    _ = _ := by
        rw [← h, Finset.sum_mul]
        exact Finset.sum_congr rfl fun k _ => by ring

/-- For `n < N` the sum over `k < N` of `T_{nk}(c) T_{kj}(d)` equals `T_{nj}(c d)`. -/
theorem rescaleCoeff_comp (a : ℕ) (c d : K) {n N : ℕ} (j : ℕ) (hn : n < N) :
    ∑ k ∈ range N, rescaleCoeff a c n k * rescaleCoeff a d k j
      = rescaleCoeff a (c * d) n j := by
  -- only the terms with `j ≤ k ≤ n` contribute
  have hs : ∑ k ∈ range N, rescaleCoeff a c n k * rescaleCoeff a d k j
      = ∑ k ∈ Ico j (n + 1), rescaleCoeff a c n k * rescaleCoeff a d k j := by
    symm
    apply Finset.sum_subset
    · intro k hk
      rw [mem_Ico] at hk
      rw [mem_range]
      omega
    · intro k _ hk
      rw [mem_Ico] at hk
      by_cases h1 : k ≤ n
      · have h2 : ¬ j ≤ k := by omega
        simp only [rescaleCoeff, h2, ↓reduceIte, mul_zero]
      · simp only [rescaleCoeff, h1, ↓reduceIte, zero_mul]
  rw [hs]
  by_cases hj : j ≤ n
  · have h := binomial_collapse a c (1 - d) hj
    have e : rescaleCoeff a (c * d) n j = ((n + a).choose (n - j) : K) * c ^ j
        * (1 - c + c * (1 - d)) ^ (n - j) * d ^ j := by
      have e' : 1 - c + c * (1 - d) = 1 - c * d := by ring
      rw [e']
      simp only [rescaleCoeff, hj, ↓reduceIte]
      ring
    rw [e, ← h, Finset.sum_mul]
    refine Finset.sum_congr rfl fun k hk => ?_
    rw [mem_Ico] at hk
    have h1 : k ≤ n := by omega
    have h2 : j ≤ k := hk.1
    simp only [rescaleCoeff, h1, h2, ↓reduceIte]
    ring
  · rw [Finset.Ico_eq_empty (by omega : ¬ j < n + 1), Finset.sum_empty]
    simp only [rescaleCoeff, hj, ↓reduceIte]

/-- The rescaling matrices compose multiplicatively: `T(c) T(d) = T(c d)`. -/
theorem rescaleMatrix_mul (N a : ℕ) (c d : K) :
    rescaleMatrix N a c * rescaleMatrix N a d = rescaleMatrix N a (c * d) := by
  ext n j
  simp only [rescaleMatrix, Matrix.mul_apply, Matrix.of_apply]
  exact (Fin.sum_univ_eq_sum_range
    (fun k => rescaleCoeff a c (n : ℕ) k * rescaleCoeff a d k (j : ℕ)) N).trans
    (rescaleCoeff_comp a c d (j : ℕ) n.isLt)

/-- For a nonzero scale factor `c`, `T(c⁻¹) T(c)` is the unit matrix. -/
theorem rescaleMatrix_inv_mul (N a : ℕ) {c : K} (hc : c ≠ 0) :
    rescaleMatrix N a c⁻¹ * rescaleMatrix N a c = 1 := by
  rw [rescaleMatrix_mul, inv_mul_cancel₀ hc]
  -- `T(1)` is the unit matrix
  ext n k
  by_cases h : n = k
  · subst h
    simp [rescaleMatrix, rescaleCoeff]
  · rw [Matrix.one_apply_ne h]
    simp only [rescaleMatrix, Matrix.of_apply, rescaleCoeff]
    split_ifs with h1
    · have h2 : (n : ℕ) ≠ (k : ℕ) := fun e => h (Fin.ext e)
      have h3 : (n : ℕ) - (k : ℕ) ≠ 0 := by omega
      rw [sub_self, zero_pow h3, mul_zero]
    · rfl

/-- For `ζ ≠ 0` and `c = ζ'/ζ`, the Sturmian with exponent `ζ'` equals `c^l exp(-(ζ'-ζ) r)`
times the sum over `k ≤ n` of `C(n+2l+1, n-k) c^k (1-c)^(n-k)` times the Sturmian of
degree `k` with exponent `ζ`. -/
theorem sturmian_exponent_change (n l : ℕ) {ζ : ℝ} (hζ : ζ ≠ 0) (ζ' r : ℝ) :
    sturmian n l ζ' r = (ζ' / ζ) ^ l * Real.exp (-((ζ' - ζ) * r)) *
      ∑ k ∈ range (n + 1), ((n + (2 * l + 1)).choose (n - k) : ℝ) * (ζ' / ζ) ^ k
        * (1 - ζ' / ζ) ^ (n - k) * sturmian k l ζ r := by
  have hc : 2 * ζ' * r = ζ' / ζ * (2 * ζ * r) := by field_simp
  have he : Real.exp (-(ζ' * r))
      = Real.exp (-((ζ' - ζ) * r)) * Real.exp (-(ζ * r)) := by
    rw [← Real.exp_add]
    congr 1
    ring
  unfold sturmian
  rw [hc, laguerre_scale n (2 * l + 1) (ζ' / ζ) (2 * ζ * r), he, Finset.mul_sum,
    Finset.mul_sum]
  refine Finset.sum_congr rfl fun k _ => ?_
  generalize ζ' / ζ = c
  ring

end

end SturmianExponentChange
```

```lean
#print axioms SturmianExponentChange.rescaleMatrix_inv_mul
-- 'SturmianExponentChange.rescaleMatrix_inv_mul' depends on axioms: [propext, Classical.choice, Quot.sound]
#print axioms SturmianExponentChange.sturmian_exponent_change
-- 'SturmianExponentChange.sturmian_exponent_change' depends on axioms: [propext, Classical.choice, Quot.sound]
```

## Definitions and theorems against the formulas

The definitions `laguerre`, `rescaleCoeff`, `rescaleMatrix` and `sturmian` are \(L_n^a(x)\), \(T_{nk}(c)\), \(T(c)\) and \(S_{nl}(\zeta, r)\). `laguerre` is a function on `K` given by the sum, so (1) is an equality of values at every point. A sum over `range (n + 1)` runs from \(0\) to \(n\), and one over `Ico j (n + 1)` from \(j\) to \(n\). Subtraction of naturals in Lean stops at zero, so `n - k` is the true difference only for \(k \le n\). The condition `if k ≤ n` in `rescaleCoeff` is what makes the matrix triangular, since without it truncated subtraction would give \(c^k\) above the diagonal. With signed integers and a binomial that vanishes for a negative lower index, those entries come out zero for \(c \neq 1\), but at \(c = 1\) the unguarded formula contains a negative power of zero.

`choose_chain` is (A). It works with natural numbers and avoids factorials: `Nat.choose_mul` gives \(\binom{n+a}{n-j}\binom{n-j}{n-k}\) as \(\binom{n+a}{n-k}\) times a second binomial, the equations `e1` and `e2` identify that binomial as \(\binom{k+a}{k-j}\), and `e3` is the symmetry \(\binom{n-j}{k-j} = \binom{n-j}{n-k}\).

`binomial_collapse` is (B). `Finset.sum_Ico_eq_sum_range` performs the shift \(k = j + i\), `add_pow` expands \((cu + (1-c))^{n-j}\), and the two sums are compared term by term. Each pair of terms is (A) multiplied by \(c^j c^i (1-c)^{n-(j+i)} u^i\), which is the factor handed to `linear_combination`.

`laguerre_scale` is (1), with no hypothesis on `c` or `x`. The local statement `swap` is the exchange over the triangle, and `binomial_collapse a c 1 hj'` supplies the inner sum for each power \(x^j\).

`rescaleCoeff_comp` is (2) entry by entry, under `hn : n < N`, which says that row \(n\) lies inside the matrix. The step `hs` cuts the sum down to \(j \le k \le n\), and `binomial_collapse a c (1 - d) hj` evaluates it. `rescaleMatrix_mul` transfers this to indices in `Fin N`. The composition law is thus obtained from the coefficients directly, with no appeal to linear independence of the polynomials. `rescaleMatrix_inv_mul` is (3) under `hc : c ≠ 0`, and checks the entries of \(T(1)\) in the three cases above.

`sturmian_exponent_change` is (4), with \(c\) written out as `ζ' / ζ`. The steps `hc` and `he` are the two factorisations of the argument and of the exponential. The hypothesis `hζ : ζ ≠ 0` says that the reference basis has a length scale \(1/\zeta\) against which the new one can be measured.

## Zero scale factor and zero exponent

At \(c = 0\) only the column \(k = 0\) of \(T\) survives. For \(N = 2\) and \(a = 1\),

\[ T(0) = \begin{pmatrix} 1 & 0 \\ 2 & 0 \end{pmatrix}, \]

whose second column is zero, so no matrix times \(T(0)\) equals \(I\). The failure begins at \(N = 2\), since for \(N = 1\) the matrix is \((1)\) for every \(c\).

At \(\zeta = 0\) take \(n = 0\), \(l = 1\), \(\zeta' = 1\) and \(r = 1\). The left side of (4) is \(2e^{-1}\). On the right \(S_{01}(0, r) = 0\), so the right side vanishes whatever value is given to \(\zeta'/\zeta\).

## Exact arithmetic, natural order and an \(r\)-dependent prefactor

Identities (1) to (3) hold exactly over any field of characteristic zero, for every degree and every finite \(N\), including \(N = 0\) and \(N = 1\). Over \(\mathbb{Q}\) they serve as exact reference values for an implementation. Nothing is stated about floating point. For real \(c > 1\) the factor \((1-c)^{n-k}\) alternates in sign, as in the row \((3, -6, 4)\), whereas for \(0 \le c \le 1\) all entries of \(T(c)\) are non-negative. Whether terms cancel in (1) depends also on the signs of the values \(L_k^a(x)\). With \(a = 1\), \(n = 2\) and \(c = 2\) the terms are \(3 - 12 + 12\) at \(x = 0\) but \(3 + 48 + 92\) at \(x = 10\), while \(c = \tfrac12\) at \(x = 10\) gives \(\tfrac34 - 6 + \tfrac{23}{4} = \tfrac12\).

Identity (4) is not a finite linear expansion of one Sturmian basis in another. The factor \(e^{-(\zeta'-\zeta) r}\) depends on \(r\) unless \(\zeta' = \zeta\), so \(T(c)\) maps polynomial factors and not whole orbitals. Absorbing the exponential into the old basis would be an infinite expansion with a convergence question, which the file does not treat.

The order \(a\) is a natural number. That covers \(a = 2l+1\) and also even orders such as \(a = 2l+2\) in (1) to (3), but not the half-integer orders of the three-dimensional harmonic oscillator or the non-integer orders of relativistic Coulomb functions. A complex \(c\) is allowed in (1) to (3), while `sturmian` is real, so a complex-scaled form of (4) is not stated. Positivity of \(\zeta\), \(\zeta'\) and \(r\) is not assumed, and accordingly nothing is said about decay or square integrability. The file takes the explicit sum as the definition of \(L_n^a\) and does not connect it to the three-term recurrence, to orthogonality or to the radial equation, so a code that generates the polynomials by recurrence must match the normalisation \(L_n^a(0) = \binom{n+a}{n}\) itself.
